# Bounds on G0W0 level and gap shifts from missing empty states, for roots that stay in windows of nonincreasing self-energy

When I cut off the sum over empty states in a G0W0 calculation, I get a gap with an error of unknown size and sign. I can estimate the missing part of the self-energy at the quasiparticle energy I already have. But that energy solves an equation in which the self-energy depends on the energy itself. Once I add the missing part, the root moves, and both the old self-energy and the missing part change with it. Could this feedback make the level move further than my estimate? And what can I then say about the gap, where a valence and a conduction level both move?

## The feedback can only reduce the shift

It can't, provided that the new root stays in the same energy window as the old one, that the self-energy you started with is nonincreasing there, and that all poles of the missing part lie above the window. The level then moves down, or stays, by at most the size of the missing part at the old root. The gap can change in either direction, within limits set by the two levels separately.

Write the quasiparticle equation as $E = e + S(E)$. Here $e$ is the mean-field energy and $S$ is the self-energy correction from the states you kept, with the exchange-correlation potential subtracted. The missing empty states add

$$T(w) = -\sum_k \frac{a_k}{p_k - w}, \qquad a_k \ge 0.$$

Each $k$ stands for a missing empty state paired with an excitation of the screening. The pole $p_k$ is the sum of their energies, and the strength $a_k$ is a squared coupling, hence nonnegative. The new root satisfies $E' = e + S(E') + T(E')$. Let $I$ be the window.

**Sign and slope of the tail.** For $w \in I$ every $p_k - w$ is positive, so $T(w) \le 0$. If $x \le y$ in $I$, then $0 < p_k - y \le p_k - x$. Each fraction is therefore at least as large at $y$ as at $x$, and $T(y) \le T(x)$.

**Direction.** Suppose $E' > E$. Then $S(E') \le S(E)$, and

$$E' = e + S(E') + T(E') \le e + S(E) = E,$$

a contradiction. So $E' \le E$.

**Size.** Now $S(E') \ge S(E)$. Subtracting the two equations gives

$$E - E' = S(E) - S(E') - T(E') \le -T(E') = |T(E')|.$$

Since $T$ is nonincreasing and nonpositive, $T(E') \ge T(E)$ means $|T(E')| \le |T(E)|$. This answers your worry: as the level drops, $S$ can only push back and the tail can only weaken.

**Gap.** Let $d_v = E_v - E_v'$ and $d_c = E_c - E_c'$ be the lowerings of the valence and conduction levels, with tails $T_v$ and $T_c$. Then $0 \le d_v \le |T_v(E_v)|$ and $0 \le d_c \le |T_c(E_c)|$. The gap changes by

$$(E_c' - E_v') - (E_c - E_v) = d_v - d_c,$$

which lies between $-|T_c(E_c)|$ and $|T_v(E_v)|$.

### When the new root exists, and how tight the bound is

A nonincreasing $S$ allows at most one root in $I$: if $x \le y$ are both roots, then $y = e + S(y) \le e + S(x) = x$.

For existence, put $L = E - |T(E)|$. Suppose that $[L, E]$ lies in $I$ and that $S$ is continuous on it. Consider the residual $g(w) = w - e - S(w) - T(w)$. At the ends of the stretch,

$$g(L) = [S(E) - S(L)] + [T(E) - T(L)] \le 0, \qquad g(E) = -T(E) \ge 0.$$

The tail is continuous on $I$, where no denominator vanishes, so $g$ is continuous on the stretch and the intermediate value theorem gives a root of $g$ there. It is the only one in $I$, because $S + T$ is again nonincreasing. So you can check that the new equation has a root in the window without solving it: you need $|T(E)|$ and the behaviour of $S$ on the stretch.

For tightness, take $e = 0$, $S = 0$ and one pole at $p > 0$ with strength $p + 1$. The old root is $0$. Since $T(-1) = -(p+1)/(p+1) = -1$, the new root below the pole is $-1$. The shift is $1$ and the bound is $|T(0)| = 1 + 1/p$. Letting $p$ grow shows that no constant factor below one could be put in front of $|T(E)|$.

### What the Lean statements say about the physics

`tail a p w` is $T(w)$, with strengths `a` and poles `p` indexed by a finite type. `IsQPEnergy e S E` says that $E$ solves the quasiparticle equation; the equation with the tail uses the function `fun w => S w + tail a p w`. The window is a set `I` of real energies, `AntitoneOn S I` says that $S$ is nonincreasing on it, and `hp` puts every pole strictly above every energy in it.

`level_shift` contains the direction and both inequalities for the size. `gap_change` allows different self-energies, tails and windows for the two levels, and `Icc` is the closed interval of allowed gap changes. Both theorems assume that the new roots exist in their windows; `existsUnique_shifted_level` supplies such a root when the stretch $[L, E]$ lies in the window and $S$ is continuous on it. `level_shift_sharp` states the two roots and the bound of the one-pole example.

The monotonicity of $S$ is assumed, not derived from a G0W0 calculation. It stands for the usual pole structure: a diagonal self-energy with real poles and nonnegative strengths falls between neighbouring poles, and its static part is constant. The model has real energies, finitely many tail poles and no off-diagonal self-energy elements. The screened interaction is held fixed, so empty states missing from the screening itself are a separate source of error.

```lean
import Mathlib

open Set

namespace GWMissingEmptyStates

noncomputable section

variable {ι κ : Type*} [Fintype ι] [Fintype κ]

/-- The self-energy tail `T(w) = -∑ a_k / (p_k - w)` of empty states with strengths `a_k` and
poles `p_k`, meant for energies `w` that differ from every pole. -/
def tail (a p : ι → ℝ) (w : ℝ) : ℝ := -∑ k, a k / (p k - w)

/-- The quasiparticle equation `E = e + S(E)` for a level with mean-field energy `e` and
self-energy correction `S`. -/
def IsQPEnergy (e : ℝ) (S : ℝ → ℝ) (E : ℝ) : Prop := E = e + S E

/-- At an energy below all its poles, a tail with nonnegative strengths is nonpositive. -/
theorem tail_nonpos {a p : ι → ℝ} {w : ℝ} (ha : ∀ k, 0 ≤ a k) (hp : ∀ k, w < p k) :
    tail a p w ≤ 0 :=
  neg_nonpos.2 (Finset.sum_nonneg fun k _ => div_nonneg (ha k) (sub_pos.2 (hp k)).le)

/-- On an energy window below all its poles, a tail with nonnegative strengths is
nonincreasing. -/
theorem tail_antitoneOn {a p : ι → ℝ} {I : Set ℝ} (ha : ∀ k, 0 ≤ a k)
    (hp : ∀ k, ∀ w ∈ I, w < p k) : AntitoneOn (tail a p) I := by
  intro x _ y hy hxy
  -- moving up in energy shrinks every denominator
  exact neg_le_neg (Finset.sum_le_sum fun k _ =>
    div_le_div_of_nonneg_left (ha k) (sub_pos.2 (hp k y hy)) (by linarith))

/-- A self-energy that is nonincreasing on an energy window gives at most one quasiparticle
energy in that window. -/
theorem qpEnergy_unique {S : ℝ → ℝ} {I : Set ℝ} {e x y : ℝ} (hS : AntitoneOn S I)
    (hx : x ∈ I) (hy : y ∈ I) (h : IsQPEnergy e S x) (h' : IsQPEnergy e S y) : x = y := by
  have h1 : x = e + S x := h
  have h2 : y = e + S y := h'
  rcases le_total x y with hxy | hxy
  · have h3 := hS hx hy hxy
    linarith
  · have h3 := hS hy hx hxy
    linarith

/-- Let the self-energy be nonincreasing on a window below all poles of a tail with nonnegative
strengths. If the quasiparticle energies `E` without and `E'` with the tail both lie in the
window, the tail does not raise the level, and it lowers it by at most `|T(E')|`, which is at
most `|T(E)|`. -/
theorem level_shift {S : ℝ → ℝ} {I : Set ℝ} {a p : ι → ℝ} {e E E' : ℝ}
    (hS : AntitoneOn S I) (ha : ∀ k, 0 ≤ a k) (hp : ∀ k, ∀ w ∈ I, w < p k)
    (hE : E ∈ I) (hE' : E' ∈ I) (h : IsQPEnergy e S E)
    (h' : IsQPEnergy e (fun w => S w + tail a p w) E') :
    E' ≤ E ∧ E - E' ≤ |tail a p E'| ∧ |tail a p E'| ≤ |tail a p E| := by
  have h1 : E = e + S E := h
  have h2 : E' = e + (S E' + tail a p E') := h'
  have t1 := tail_nonpos ha fun k => hp k E hE
  have t2 := tail_nonpos ha fun k => hp k E' hE'
  -- a raised level would see a self-energy that is no larger and a nonpositive tail
  have hle : E' ≤ E := by
    by_contra hc
    have h3 := hS hE hE' (not_le.1 hc).le
    linarith
  have h3 := hS hE' hE hle
  have h4 := tail_antitoneOn ha hp hE' hE hle
  rw [abs_of_nonpos t1, abs_of_nonpos t2]
  exact ⟨hle, by linarith, by linarith⟩

/-- Let the valence and conduction self-energies be nonincreasing on windows that lie below all
poles of their tails, with nonnegative strengths, and let the windows contain the quasiparticle
energies without and with the tails. Then adding the tails changes the gap by an amount between
`-|T_c(E_c)|` and `|T_v(E_v)|`. -/
theorem gap_change {Sv Sc : ℝ → ℝ} {Iv Ic : Set ℝ} {av pv : ι → ℝ} {ac pc : κ → ℝ}
    {ev ec Ev Ec Ev' Ec' : ℝ}
    (hSv : AntitoneOn Sv Iv) (hSc : AntitoneOn Sc Ic)
    (hav : ∀ k, 0 ≤ av k) (hac : ∀ k, 0 ≤ ac k)
    (hpv : ∀ k, ∀ w ∈ Iv, w < pv k) (hpc : ∀ k, ∀ w ∈ Ic, w < pc k)
    (hEv : Ev ∈ Iv) (hEv' : Ev' ∈ Iv) (hEc : Ec ∈ Ic) (hEc' : Ec' ∈ Ic)
    (hv : IsQPEnergy ev Sv Ev) (hv' : IsQPEnergy ev (fun w => Sv w + tail av pv w) Ev')
    (hc : IsQPEnergy ec Sc Ec) (hc' : IsQPEnergy ec (fun w => Sc w + tail ac pc w) Ec') :
    (Ec' - Ev') - (Ec - Ev) ∈ Icc (-|tail ac pc Ec|) |tail av pv Ev| := by
  obtain ⟨v1, v2, v3⟩ := level_shift hSv hav hpv hEv hEv' hv hv'
  obtain ⟨c1, c2, c3⟩ := level_shift hSc hac hpc hEc hEc' hc hc'
  exact ⟨by linarith, by linarith⟩

/-- Let the self-energy be nonincreasing on a window below all poles of a tail with nonnegative
strengths. If the window contains the stretch from `E - |T(E)|` up to the quasiparticle energy
`E`, and the self-energy is continuous on that stretch, then the equation with the tail has
exactly one solution in the window. -/
theorem existsUnique_shifted_level {S : ℝ → ℝ} {I : Set ℝ} {a p : ι → ℝ} {e E : ℝ}
    (hS : AntitoneOn S I) (ha : ∀ k, 0 ≤ a k) (hp : ∀ k, ∀ w ∈ I, w < p k)
    (hI : Icc (E - |tail a p E|) E ⊆ I) (hcont : ContinuousOn S (Icc (E - |tail a p E|) E))
    (h : IsQPEnergy e S E) :
    ∃! E', E' ∈ I ∧ IsQPEnergy e (fun w => S w + tail a p w) E' := by
  have h1 : E = e + S E := h
  have hlow : E - |tail a p E| ≤ E := by linarith [abs_nonneg (tail a p E)]
  have hE : E ∈ I := hI ⟨hlow, le_rfl⟩
  have hL : E - |tail a p E| ∈ I := hI ⟨le_rfl, hlow⟩
  have t1 := tail_nonpos ha fun k => hp k E hE
  have habs := abs_of_nonpos t1
  have hT := tail_antitoneOn ha hp
  have hTc : ContinuousOn (tail a p) I := by
    unfold tail
    refine ContinuousOn.neg (continuousOn_finsetSum _ fun k _ => ?_)
    exact continuousOn_const.div (continuousOn_const.sub continuousOn_id)
      fun w hw => (sub_pos.2 (hp k w hw)).ne'
  -- the residual of the new equation goes from nonpositive to nonnegative on the stretch
  have hg : ContinuousOn (fun w => w - (e + (S w + tail a p w)))
      (Icc (E - |tail a p E|) E) :=
    continuousOn_id.sub (continuousOn_const.add (hcont.add (hTc.mono hI)))
  have s1 := hS hL hE hlow
  have s2 := hT hL hE hlow
  have g0 : E - |tail a p E| -
      (e + (S (E - |tail a p E|) + tail a p (E - |tail a p E|))) ≤ 0 := by linarith
  have g1 : 0 ≤ E - (e + (S E + tail a p E)) := by linarith
  obtain ⟨x, hx, hx0⟩ := intermediate_value_Icc hlow hg
    (show (0 : ℝ) ∈ Icc _ _ from ⟨g0, g1⟩)
  have hroot : IsQPEnergy e (fun w => S w + tail a p w) x := sub_eq_zero.1 hx0
  refine ⟨x, ⟨hI hx, hroot⟩, ?_⟩
  rintro y ⟨hy, hy'⟩
  -- the sum of self-energy and tail is again nonincreasing
  have hsum : AntitoneOn (fun w => S w + tail a p w) I :=
    fun u hu v hv huv => add_le_add (hS hu hv huv) (hT hu hv huv)
  exact qpEnergy_unique hsum hy (hI hx) hy' hroot

/-- For zero mean-field energy and `S = 0`, the energy `0` solves the quasiparticle equation. With
the tail of a single pole at `p > 0` of strength `p + 1` added, `-1` solves it, and
`|T(0)| = 1 + 1/p`. -/
theorem level_shift_sharp {p : ℝ} (hp : 0 < p) :
    IsQPEnergy 0 (fun _ => 0) 0 ∧
    IsQPEnergy 0 (fun w => 0 + tail (fun _ : Fin 1 => p + 1) (fun _ => p) w) (-1) ∧
    |tail (fun _ : Fin 1 => p + 1) (fun _ => p) 0| = 1 + 1 / p := by
  have hp1 : p + 1 ≠ 0 := by positivity
  have t1 : tail (fun _ : Fin 1 => p + 1) (fun _ => p) (-1) = -1 := by
    simp only [tail, Finset.univ_unique, Finset.sum_singleton]
    rw [sub_neg_eq_add, div_self hp1]
  have t0 : tail (fun _ : Fin 1 => p + 1) (fun _ => p) 0 = -(1 + 1 / p) := by
    simp only [tail, Finset.univ_unique, Finset.sum_singleton]
    rw [sub_zero, add_div, div_self hp.ne']
  refine ⟨?_, ?_, ?_⟩
  · norm_num [IsQPEnergy]
  · unfold IsQPEnergy
    linarith
  · rw [t0, abs_neg, abs_of_pos (by positivity)]

end

end GWMissingEmptyStates
```

```lean
#print axioms GWMissingEmptyStates.level_shift
-- 'GWMissingEmptyStates.level_shift' depends on axioms: [propext, Classical.choice, Quot.sound]
#print axioms GWMissingEmptyStates.gap_change
-- 'GWMissingEmptyStates.gap_change' depends on axioms: [propext, Classical.choice, Quot.sound]
#print axioms GWMissingEmptyStates.existsUnique_shifted_level
-- 'GWMissingEmptyStates.existsUnique_shifted_level' depends on axioms: [propext, Classical.choice, Quot.sound]
#print axioms GWMissingEmptyStates.level_shift_sharp
-- 'GWMissingEmptyStates.level_shift_sharp' depends on axioms: [propext, Classical.choice, Quot.sound]
```

### From the inequalities to the Lean proofs

`tail_nonpos` gets the sign of the tail from a sum of nonnegative fractions. `tail_antitoneOn` compares the sums term by term, using `div_le_div_of_nonneg_left` for the shrinking denominators. `qpEnergy_unique` treats the two possible orders of the roots, and in each case `linarith` combines the two equations with the monotonicity of $S$.

In `level_shift`, `h1` and `h2` are the two quasiparticle equations, and `t1` and `t2` are the signs of the tail at the two roots. The block for `hle` is the argument by contradiction for the direction. After it, `h3` and `h4` compare $S$ and $T$ at the two roots in their now known order. Rewriting with `abs_of_nonpos` turns the absolute values into $-T$, which leaves only linear inequalities. `gap_change` applies this theorem once to each level and subtracts.

In `existsUnique_shifted_level`, `hTc` proves that the tail is continuous on the window, where no denominator vanishes, and `hg` does the same for the residual $g$ on the stretch. `g0` and `g1` are its signs at $L$ and $E$, and `intermediate_value_Icc` produces the root. `hsum` shows that $S + T$ is nonincreasing, so `qpEnergy_unique` applies to the new equation too. `level_shift_sharp` evaluates the one-pole tail at $-1$ and at $0$, then substitutes the values.

For a truncated G0W0 sum with fixed screening and a diagonal self-energy, this turns an estimate from above of $|T|$ at the energies you already have into an error bar on the levels and the gap, as long as the roots stay in their windows.
